# Flux π minimises the half-filled energy of a non-interacting four-site ring with positive hoppings and zero on-site energy

Put two spinless electrons on a square of four sites, with every hopping equal to 1 and no on-site energy. Without magnetic flux the one-electron levels are $-2, 0, 0, 2$, so the two electrons have total energy $-2$. With flux $\pi$ through the square, half a flux quantum, the levels are $-\sqrt2, -\sqrt2, \sqrt2, \sqrt2$, and the total is $-2\sqrt2$.

The squares of the two occupied levels add up to 4 in both cases. What changes is their product, which is 0 without flux and 2 with flux $\pi$. Since
$$(e_0+e_1)^2 = e_0^2+e_1^2+2e_0e_1,$$
a larger product means a lower total energy.

The same mechanism works for unequal hoppings $t_0,t_1,t_2,t_3$ and any flux $\phi$, measured as the phase an electron collects on one trip around the ring. The two lowest levels satisfy
$$e_0+e_1=-\sqrt{t_0^2+t_1^2+t_2^2+t_3^2+2\,|t_0t_2-t_1t_3e^{i\phi}|}.$$
For positive hoppings this is smallest at $\phi=\pi$. It is the ground-state energy of the half-filled plaquette when the electrons are spinless and non-interacting and the hoppings do not respond to the flux. Within those limits, it also supplies a reference value for a tight-binding program that handles magnetic phases.

## The ring and its flux

```lean
import Mathlib

open Matrix

namespace PlaquetteFlux

noncomputable section
```

In the code below, `def` introduces an object and `theorem` states a claim. What follows `:=` is the definition or the proof.

```lean
/-- The Hamiltonian of a four-site ring with zero on-site energy and hoppings `t 0, …, t 3`;
the total flux `φ` is carried by the bond that closes the ring. -/
def ringH (t : Fin 4 → ℝ) (φ : ℝ) : Matrix (Fin 4) (Fin 4) ℂ :=
  !![0, t 0, 0, t 3 * Complex.exp (-φ * Complex.I);
     t 0, 0, t 1, 0;
     0, t 1, 0, t 2;
     t 3 * Complex.exp (φ * Complex.I), 0, t 2, 0]
```

The type `Fin 4` holds the labels 0, 1, 2, 3, so `t : Fin 4 → ℝ` is a list of four real hoppings, and `ringH t φ` is a $4\times4$ complex matrix written out by rows. Bond $j$ joins sites $j$ and $j+1$, and bond 3 closes the ring. The zero diagonal is the zero on-site energy.

The hoppings enter with a plus sign, where many textbooks write $-t$. Reversing all four signs leaves the levels of this ring unchanged.

The whole flux sits on bond 3, as $t_3e^{i\phi}$ in one direction and $t_3e^{-i\phi}$ in the other. How the phase is shared among the bonds depends on the choice of vector potential; only the total around the ring is physical. The step from another choice to this matrix is a gauge transformation, a change of phase of the site orbitals that collects the bond phases on bond 3. It is standard, but it is assumed here and not derived.

## Two quantities that fix the spectrum

```lean
/-- The sum of the squared hoppings. -/
def hopSq (t : Fin 4 → ℝ) : ℝ := t 0 ^ 2 + t 1 ^ 2 + t 2 ^ 2 + t 3 ^ 2
```

This is $S=t_0^2+t_1^2+t_2^2+t_3^2$, which does not depend on the flux.

```lean
/-- The modulus of the interference between the two pairings of opposite bonds at flux `φ`. -/
def amp (t : Fin 4 → ℝ) (φ : ℝ) : ℝ :=
  ‖(t 0 * t 2 : ℂ) - t 1 * t 3 * Complex.exp (φ * Complex.I)‖
```

This is $D(\phi)=|t_0t_2-t_1t_3e^{i\phi}|$, with `‖ ‖` for the modulus. The four sites can be paired along opposite bonds in two ways, with bonds 0 and 2 or with bonds 1 and 3. The flux sets the relative phase of the two products.

```lean
/-- The ordered real numbers `e 0 ≤ e 1 ≤ e 2 ≤ e 3` are the energy levels of `H`, counted with
multiplicity: they are the roots of its characteristic polynomial. -/
def IsLevels (H : Matrix (Fin 4) (Fin 4) ℂ) (e : Fin 4 → ℝ) : Prop :=
  (e 0 ≤ e 1 ∧ e 1 ≤ e 2 ∧ e 2 ≤ e 3) ∧
    ∀ x : ℂ, (x • (1 : Matrix (Fin 4) (Fin 4) ℂ) - H).det = ∏ i, (x - (e i : ℂ))
```

`IsLevels H e` says that four real numbers are the levels of $H$. They are in increasing order, and for every complex $x$
$$\det(x-H)=(x-e_0)(x-e_1)(x-e_2)(x-e_3).$$
A degenerate level therefore appears as often as its multiplicity. In the code, `x • 1` is $x$ times the identity matrix.

## From the determinant to a quadratic in the squared energy

```lean
/-- The determinant of a cyclic four-site matrix, expanded in bonds, pairs of opposite bonds
and loops around the ring. -/
theorem det_cycle (x a b c d d' : ℂ) :
    (!![x, -a, 0, -d'; -a, x, -b, 0; 0, -b, x, -c; -d, 0, -c, x]).det =
      x ^ 4 - (a ^ 2 + b ^ 2 + c ^ 2 + d * d') * x ^ 2
        + a ^ 2 * c ^ 2 + b ^ 2 * (d * d') - a * b * c * (d + d') := by
  rw [Matrix.det_succ_row_zero]
  simp [Fin.sum_univ_succ, Matrix.det_fin_three, Fin.succAbove]
  ring
```

Here $a,b,c$ are hoppings, and $d,d'$ are the two entries of the closing bond. By hand, sort the terms of the determinant by the permutation that produces them:

- The identity gives $x^4$.
- Exchanging the two ends of one bond gives $-(a^2+b^2+c^2+dd')x^2$.
- Exchanging along two opposite bonds gives $a^2c^2+b^2dd'$.
- Going around the ring in either direction gives $-abcd-abcd'$.

Lean expands along the first row, evaluates the $3\times3$ determinants, and lets `ring`, which proves polynomial identities, compare the two sides.

```lean
/-- The squared interference modulus is a flux-independent term minus a multiple of `cos φ`. -/
theorem amp_sq (t : Fin 4 → ℝ) (φ : ℝ) :
    amp t φ ^ 2 = (t 0 * t 2) ^ 2 + (t 1 * t 3) ^ 2
      - 2 * (t 0 * t 1 * t 2 * t 3) * Real.cos φ := by
  rw [amp, ← Complex.normSq_eq_norm_sq, Complex.normSq_apply]
  simp only [Complex.sub_re, Complex.sub_im, Complex.mul_re, Complex.mul_im,
    Complex.ofReal_re, Complex.ofReal_im, Complex.exp_ofReal_mul_I_re,
    Complex.exp_ofReal_mul_I_im]
  linear_combination (t 1 * t 3) ^ 2 * Real.sin_sq_add_cos_sq φ
```

Separating real and imaginary parts,
$$D^2=(t_0t_2-t_1t_3\cos\phi)^2+(t_1t_3\sin\phi)^2=(t_0t_2)^2+(t_1t_3)^2-2t_0t_1t_2t_3\cos\phi.$$
The tactic `linear_combination` proves an equation by adding up multiples of known ones. Here the known equation is $\sin^2\phi+\cos^2\phi=1$, multiplied by $(t_1t_3)^2$.

```lean
/-- The characteristic polynomial of the ring is quadratic in the squared energy. -/
theorem ring_det (t : Fin 4 → ℝ) (φ : ℝ) (x : ℂ) :
    (x • (1 : Matrix (Fin 4) (Fin 4) ℂ) - ringH t φ).det =
      x ^ 4 - (hopSq t : ℂ) * x ^ 2 + (amp t φ : ℂ) ^ 2 := by
  have hM : x • (1 : Matrix (Fin 4) (Fin 4) ℂ) - ringH t φ =
      !![x, -(t 0 : ℂ), 0, -(t 3 * Complex.exp (-φ * Complex.I));
         -(t 0 : ℂ), x, -(t 1 : ℂ), 0; 0, -(t 1 : ℂ), x, -(t 2 : ℂ);
         -(t 3 * Complex.exp (φ * Complex.I)), 0, -(t 2 : ℂ), x] := by
    ext i j
    fin_cases i <;> fin_cases j <;> simp [ringH]
  have hE : Complex.exp (φ * Complex.I) * Complex.exp (-φ * Complex.I) = 1 := by
    rw [← Complex.exp_add]
    simp
  rw [hM, det_cycle, ← Complex.ofReal_pow (amp t φ), amp_sq, hopSq]
  push_cast
  rw [Complex.cos]
  linear_combination (-x ^ 2 + (t 1 : ℂ) ^ 2) * (t 3 : ℂ) ^ 2 * hE
```

In the determinant formula put $d=t_3e^{i\phi}$ and $d'=t_3e^{-i\phi}$. Then $dd'=t_3^2$ and $d+d'=2t_3\cos\phi$, so the terms without $x$ are exactly $D^2$:
$$\det(x-H)=x^4-Sx^2+D^2.$$
In the proof, `hM` writes out the matrix $x-H$ entry by entry, and `hE` states $e^{i\phi}e^{-i\phi}=1$. Only even powers of $x$ occur, so the levels come in pairs $\pm e$.

## All four levels

```lean
/-- All four levels of the ring in closed form, for any real hoppings and flux. -/
theorem ring_levels (t : Fin 4 → ℝ) (φ : ℝ) :
    let P := √(hopSq t + 2 * amp t φ)
    let Q := √(hopSq t - 2 * amp t φ)
    IsLevels (ringH t φ) ![-(P + Q) / 2, -(P - Q) / 2, (P - Q) / 2, (P + Q) / 2] := by
  intro P Q
  have hA : 0 ≤ amp t φ := norm_nonneg _
  -- twice the interference never exceeds the sum of squares
  have hD : 2 * amp t φ ≤ hopSq t := by
    have h := norm_sub_le (t 0 * t 2 : ℂ) (t 1 * t 3 * Complex.exp (φ * Complex.I))
    simp only [norm_mul, Complex.norm_real, Real.norm_eq_abs,
      Complex.norm_exp_ofReal_mul_I, mul_one] at h
    have h' : amp t φ ≤ |t 0| * |t 2| + |t 1| * |t 3| := by simpa only [amp] using h
    unfold hopSq
    nlinarith [sq_nonneg (|t 0| - |t 2|), sq_nonneg (|t 1| - |t 3|),
      sq_abs (t 0), sq_abs (t 1), sq_abs (t 2), sq_abs (t 3)]
  have hQ0 : 0 ≤ Q := Real.sqrt_nonneg _
  have hQP : Q ≤ P := Real.sqrt_le_sqrt (by linarith)
  have hP : (P : ℂ) ^ 2 = hopSq t + 2 * amp t φ := by
    exact_mod_cast Real.sq_sqrt (show 0 ≤ hopSq t + 2 * amp t φ by linarith)
  have hQ : (Q : ℂ) ^ 2 = hopSq t - 2 * amp t φ := by
    exact_mod_cast Real.sq_sqrt (show 0 ≤ hopSq t - 2 * amp t φ by linarith)
  clear_value P Q
  refine ⟨⟨?_, ?_, ?_⟩, fun x => ?_⟩
  · change -(P + Q) / 2 ≤ -(P - Q) / 2
    linarith
  · change -(P - Q) / 2 ≤ (P - Q) / 2
    linarith
  · change (P - Q) / 2 ≤ (P + Q) / 2
    linarith
  · rw [ring_det, Fin.prod_univ_four]
    change _ = (x - ((-(P + Q) / 2 : ℝ) : ℂ)) * (x - ((-(P - Q) / 2 : ℝ) : ℂ))
      * (x - (((P - Q) / 2 : ℝ) : ℂ)) * (x - (((P + Q) / 2 : ℝ) : ℂ))
    push_cast
    linear_combination x ^ 2 / 2 * (hP + hQ)
      - ((P : ℂ) ^ 2 - (Q : ℂ) ^ 2 + 4 * amp t φ) / 16 * (hP - hQ)
```

With $P=\sqrt{S+2D}$ and $Q=\sqrt{S-2D}$, the levels in increasing order are
$$-\tfrac{P+Q}{2},\quad-\tfrac{P-Q}{2},\quad\tfrac{P-Q}{2},\quad\tfrac{P+Q}{2}.$$
This holds for all real hoppings, including zero and negative ones.

The second root needs $S\ge2D$. By the triangle inequality $D\le|t_0t_2|+|t_1t_3|$, and $2|t_0t_2|\le t_0^2+t_2^2$ because $(|t_0|-|t_2|)^2\ge0$. The other pair is treated in the same way. This is the step `hD`, where `nlinarith` finds the inequality from the squares it is given.

The order of the levels follows from $0\le Q\le P$. For the characteristic polynomial, multiply out:
$$\Big(x^2-\tfrac{(P+Q)^2}{4}\Big)\Big(x^2-\tfrac{(P-Q)^2}{4}\Big)=x^4-\tfrac{P^2+Q^2}{2}x^2+\tfrac{(P^2-Q^2)^2}{16}.$$
Since $P^2+Q^2=2S$ and $P^2-Q^2=4D$, this is $x^4-Sx^2+D^2$. The final `linear_combination` does this computation from `hP` and `hQ`, the formulas for $P^2$ and $Q^2$.

## The sum of the two lowest levels

```lean
/-- The two lowest levels of the ring sum to minus the square root of the summed squared
hoppings plus twice the interference modulus. -/
theorem lowest_pair_sum (t e : Fin 4 → ℝ) (φ : ℝ) (he : IsLevels (ringH t φ) e) :
    e 0 + e 1 = -√(hopSq t + 2 * amp t φ) := by
  obtain ⟨⟨hab, hbc, hcd⟩, hdet⟩ := he
  have hD : 0 ≤ amp t φ := norm_nonneg _
  have h : ∀ x : ℝ, x ^ 4 - hopSq t * x ^ 2 + amp t φ ^ 2 =
      (x - e 0) * (x - e 1) * (x - e 2) * (x - e 3) := by
    intro x
    have hx := hdet x
    rw [ring_det, Fin.prod_univ_four] at hx
    exact_mod_cast hx
  generalize e 0 = a at *
  generalize e 1 = b at *
  generalize e 2 = c at *
  generalize e 3 = d at *
  generalize amp t φ = D at *
  generalize hopSq t = S at *
  -- compare coefficients through four values of the polynomial
  have h0 := h 0
  have h1 := h 1
  have h2 := h (-1)
  have h3 := h 2
  have s1 : a + b + c + d = 0 := by linarith
  have s2 : a * b + c * d + (a + b) * (c + d) = -S := by linarith
  have s3 : a * b * (c + d) + c * d * (a + b) = 0 := by linarith
  have s4 : a * b * (c * d) = D ^ 2 := by linarith
  have hneg : a + b ≤ 0 := by linarith
  have key : (a + b) ^ 2 = S + 2 * D := by
    rcases eq_or_lt_of_le hneg with hz | hlt
    · -- all levels vanish
      have hb : b = 0 := by linarith
      have ha : a = 0 := by linarith
      have hc : c = 0 := by linarith
      rw [ha, hb, hc] at s2 s4
      have hD0 : D = 0 := by nlinarith
      rw [ha, hb, hD0]
      linarith
    · -- the lower and the upper pair have the same product, which is the interference
      have hp : a * b = c * d :=
        mul_left_cancel₀ (ne_of_lt hlt) (by linear_combination a * b * s1 - s3)
      have hp0 : 0 ≤ a * b := by
        rcases le_total b 0 with hb | hb
        · nlinarith [mul_nonneg (neg_nonneg.2 (hab.trans hb)) (neg_nonneg.2 hb)]
        · rw [hp]
          exact mul_nonneg (hb.trans hbc) ((hb.trans hbc).trans hcd)
      have hq : a * b = D := (sq_eq_sq₀ hp0 hD).1 (by linear_combination s4 + a * b * hp)
      linear_combination (a + b) * s1 - s2 + 2 * hq - hp
  rw [← key, Real.sqrt_sq_eq_abs, abs_of_nonpos hneg]
  ring
```

The hypothesis `he` says that `e` lists the levels of the ring at flux $\phi$. The conclusion is $e_0+e_1=-\sqrt{S+2D}$, again for any real hoppings.

The proof renames the levels $a\le b\le c\le d$, so these letters no longer mean hoppings. It compares the coefficients of $x^4-Sx^2+D^2$ and $(x-a)(x-b)(x-c)(x-d)$. Lean obtains them from the values at $x=0,1,-1,2$, and the results are `s1` to `s4`:
$$a+b+c+d=0,\qquad ab+cd+(a+b)(c+d)=-S,$$
$$ab(c+d)+cd(a+b)=0,\qquad abcd=D^2.$$

The lower pair has the smaller sum and the total is zero, so $a+b\le0$. There are two cases.

If $a+b=0$, then $c+d=0$ as well. The ordering gives $b\ge0\ge c$, and with $b\le c$ all four levels vanish. Then $S=D=0$, and $(a+b)^2=S+2D$ holds trivially.

If $a+b<0$, insert $c+d=-(a+b)$ into the third equation and divide by $a+b$. This gives $ab=cd$ (`hp`). The common product is not negative: if $b\le0$, then $a$ and $b$ are both at most zero, and if $b\ge0$, then $c$ and $d$ are both at least zero. From $(ab)^2=D^2$ it follows that $ab=D$ (`hq`). So $D$ is the product of the two lowest levels, the quantity that changed in the opening example. The second equation becomes $2D-(a+b)^2=-S$, which is
$$(a+b)^2=S+2D.$$

Both cases end in this equation, called `key`. As $a+b\le0$, the negative root is the right one.

## Why π is the best flux

```lean
/-- For positive hoppings, flux `π` minimises the sum of the two lowest levels, and a flux `φ`
reaches the same minimum exactly when its cosine is `-1`. -/
theorem optimal_flux (t e e' : Fin 4 → ℝ) (φ : ℝ) (ht : ∀ j, 0 < t j)
    (he : IsLevels (ringH t φ) e) (he' : IsLevels (ringH t Real.pi) e') :
    e' 0 + e' 1 ≤ e 0 + e 1 ∧ (e' 0 + e' 1 = e 0 + e 1 ↔ Real.cos φ = -1) := by
  rw [lowest_pair_sum t e φ he, lowest_pair_sum t e' _ he']
  have hT : 0 < t 0 * t 1 * t 2 * t 3 :=
    mul_pos (mul_pos (mul_pos (ht 0) (ht 1)) (ht 2)) (ht 3)
  have hS : 0 ≤ hopSq t := by unfold hopSq; positivity
  have hA : 0 ≤ amp t φ := norm_nonneg _
  have hB : 0 ≤ amp t Real.pi := norm_nonneg _
  -- the gain from moving the flux to π
  have hdiff : amp t Real.pi ^ 2 - amp t φ ^ 2 =
      2 * (t 0 * t 1 * t 2 * t 3) * (1 + Real.cos φ) := by
    rw [amp_sq, amp_sq, Real.cos_pi]
    ring
  have hcos : 0 ≤ 1 + Real.cos φ := by linarith [Real.neg_one_le_cos φ]
  have hsq : amp t φ ^ 2 ≤ amp t Real.pi ^ 2 := by linarith [mul_nonneg hT.le hcos]
  have hle : amp t φ ≤ amp t Real.pi := by nlinarith
  refine ⟨neg_le_neg (Real.sqrt_le_sqrt (by linarith)), fun h => ?_, fun h => ?_⟩
  · have h1 := (Real.sqrt_inj (by linarith) (by linarith)).1 (neg_injective h)
    have h2 : amp t Real.pi = amp t φ := by linarith
    rw [h2, sub_self] at hdiff
    have h3 := (mul_eq_zero.1 hdiff.symm).resolve_left (by positivity)
    linarith
  · rw [h] at hdiff
    rw [(sq_eq_sq₀ hB hA).1 (by linarith)]

end

end PlaquetteFlux
```

The hypothesis `ht` makes all four hoppings positive. The list `e` holds the levels at an arbitrary flux $\phi$, and `e'` holds those at flux $\pi$; the prime is not a derivative. The conclusion has two parts, joined by `∧`:

- The sum at $\pi$ is at most the sum at $\phi$.
- The two sums are equal exactly when $\cos\phi=-1$, that is, when $\phi$ is an odd multiple of $\pi$.

By the previous theorem, only $D$ depends on the flux, and a larger $D$ means a lower energy. The cosine formula gives `hdiff`:
$$D(\pi)^2-D(\phi)^2=2t_0t_1t_2t_3(1+\cos\phi)\ge0.$$
Both moduli are non-negative, so $D(\phi)\le D(\pi)$ (`hle`), and taking the negative square root reverses the order. This proves the first part.

For the second part, equal sums force $D(\phi)=D(\pi)$. The right-hand side above is then zero, and since the product of the hoppings is positive, $1+\cos\phi=0$. Conversely, $\cos\phi=-1$ makes the difference zero, so the two moduli and the two sums agree.

Positivity enters only through the product $t_0t_1t_2t_3$. If that product is negative, the displayed difference changes sign and $\pi$ becomes the least favourable flux.

For positive hoppings, setting $\phi=\pi$ by hand gives $D=t_0t_2+t_1t_3$, and the minimum simplifies to
$$-\sqrt{(t_0+t_2)^2+(t_1+t_3)^2}.$$
With all hoppings equal to 1 this is the $-2\sqrt2$ of the opening example.

```lean
#print axioms PlaquetteFlux.ring_levels
-- 'PlaquetteFlux.ring_levels' depends on axioms: [propext, Classical.choice, Quot.sound]
#print axioms PlaquetteFlux.optimal_flux
-- 'PlaquetteFlux.optimal_flux' depends on axioms: [propext, Classical.choice, Quot.sound]
```
